# Every nonzero subspace of an s–p valence space has an orthonormal basis of hybrids with equal s-character

The two lone pairs on the oxygen atom of water are drawn in two ways. One picture has an s–p mixture in the molecular plane and a pure p orbital perpendicular to it; the other has two equivalent hybrids, the "rabbit ears". Both pairs span the same two-dimensional space. If the lone pairs are doubly occupied orbitals of a single determinant, built from one s shell and one p shell on the atom, rotating them into each other leaves the wavefunction unchanged. Can lone pairs always be mixed so that they share their s-character equally, whatever the bonds look like, and how much does each then get?

Let $W$ be a $k$-dimensional space of hybrids with $k\ge 1$, $e$ the pure s orbital, and $P$ the orthogonal projection onto $W$. Then $W$ has an orthonormal basis whose members all have the same s-character, and in every such basis this common value is $\|Pe\|^2/k$.

## Orbitals as vectors

```lean
import Mathlib

open Module

namespace EquivalentHybrids

noncomputable section

/-- The valence space of one s orbital and `n` p orbitals, with its Euclidean inner product. -/
abbrev Valence (n : ℕ) := WithLp 2 (ℝ × EuclideanSpace ℝ (Fin n))
```

An orbital is a pair $(a,\mathbf p)$: a real s amplitude $a$ and a vector $\mathbf p\in\mathbb R^n$ of p amplitudes. For an atom, $n=3$. `WithLp 2` selects the Euclidean inner product, so the s orbital and the p orbitals together form an orthonormal set.

```lean
/-- The pure s orbital. -/
def sOrbital (n : ℕ) : Valence n := WithLp.toLp 2 (1, 0)
```

This is $e=(1,\mathbf 0)$. The function `WithLp.toLp 2` turns an ordinary pair into a vector of the Euclidean space.

```lean
/-- The p part of an orbital, a vector in the space of p directions. -/
def pPart {n : ℕ} (h : Valence n) : EuclideanSpace ℝ (Fin n) := h.ofLp.2
```

`pPart h` is the vector $\mathbf p$ of $h=(a,\mathbf p)$. It is not normalised: for a normalised hybrid its length is $\sqrt{1-a^2}$.

```lean
/-- The s-character of a normalised hybrid: its squared overlap with the pure s orbital. -/
def sCharacter {n : ℕ} (h : Valence n) : ℝ := (inner ℝ (sOrbital n) h) ^ 2
```

The s-character is $\langle e,h\rangle^2=a^2$. The definition accepts any vector, but the number is a fraction of s only when $h$ is normalised, as all members of an orthonormal basis are.

```lean
/-- The s-weight of a subspace: the squared length of the projection of the s orbital onto it. -/
def sWeight {n : ℕ} (W : Submodule ℝ (Valence n)) : ℝ :=
  ‖W.orthogonalProjectionOnto (sOrbital n)‖ ^ 2
```

The s-weight $\|Pe\|^2$ measures how much of the s orbital lies in $W$. The name is local to this file.

## An orthonormal basis with equal overlaps

```lean
/-- In a `k`-dimensional real inner product space, every vector `v` has the same overlap
`‖v‖ / √k` with all members of a suitable orthonormal basis. -/
theorem exists_basis_equal_overlap {V : Type*} [NormedAddCommGroup V] [InnerProductSpace ℝ V]
    [FiniteDimensional ℝ V] {k : ℕ} (hV : finrank ℝ V = k) (v : V) :
    ∃ b : OrthonormalBasis (Fin k) ℝ V, ∀ i, inner ℝ v (b i) = ‖v‖ / √(k : ℝ) := by
  obtain ⟨c⟩ : Nonempty (OrthonormalBasis (Fin k) ℝ V) :=
    ⟨(stdOrthonormalBasis ℝ V).reindex (finCongr hV)⟩
  obtain rfl | hk := Nat.eq_zero_or_pos k
  · exact ⟨c, fun i => i.elim0⟩
  have hk' : (k : ℝ) ≠ 0 := by positivity
  -- the symmetric vector `t` has equal components along `c` and the length of `v`
  obtain ⟨t, ht⟩ : ∃ t : V, ∀ i, inner ℝ t (c i) = ‖v‖ / √(k : ℝ) := by
    refine ⟨∑ j, (‖v‖ / √(k : ℝ)) • c j, fun i => ?_⟩
    simp [sum_inner, inner_smul_left, orthonormal_iff_ite.mp c.orthonormal]
  have hsq : ‖t‖ ^ 2 = ‖v‖ ^ 2 := by
    calc ‖t‖ ^ 2 = ∑ i, inner ℝ t (c i) * inner ℝ (c i) t := by
          rw [c.sum_inner_mul_inner, real_inner_self_eq_norm_sq]
      _ = ∑ _i : Fin k, (‖v‖ / √(k : ℝ)) ^ 2 :=
          Finset.sum_congr rfl fun i _ => by rw [real_inner_comm t (c i), ht i, sq]
      _ = ‖v‖ ^ 2 := by
          rw [Finset.sum_const, Finset.card_univ, Fintype.card_fin, nsmul_eq_mul, div_pow,
            Real.sq_sqrt (Nat.cast_nonneg k)]
          field_simp
  have hn : ‖v‖ = ‖t‖ := ((sq_eq_sq₀ (norm_nonneg _) (norm_nonneg _)).mp hsq).symm
  -- a reflection carries `v` to `t`; pull the basis back through it
  obtain ⟨R, hR⟩ : ∃ R : V ≃ₗᵢ[ℝ] V, R v = t := ⟨_, Submodule.reflection_sub hn⟩
  refine ⟨c.map R.symm, fun i => ?_⟩
  rw [OrthonormalBasis.map_apply, ← R.inner_map_map, hR, R.apply_symm_apply, ht]
```

In a Lean theorem the hypotheses stand before the colon and the claim after it; the proof follows `:= by`. Here $V$ is any real inner product space of dimension $k$ (`finrank ℝ V = k`), and $v$ is any vector in it. The claim is that some orthonormal basis $b_i$ satisfies $\langle v,b_i\rangle=\|v\|/\sqrt k$ for every $i$. The label $i$ has type `Fin k`, so it runs from $0$ to $k-1$.

By hand, start from any orthonormal basis $c_i$. For $k=0$ there is nothing to check. Otherwise form
$$t=\sum_j \frac{\|v\|}{\sqrt k}\,c_j .$$
Then $\langle t,c_i\rangle=\|v\|/\sqrt k$ for every $i$, and
$$\|t\|^2=\sum_i\langle t,c_i\rangle^2=k\,\frac{\|v\|^2}{k}=\|v\|^2 .$$
Since $v$ and $t$ have the same length, some reflection $R$ takes $v$ to $t$. Set $b_i=R^{-1}c_i$. This is again an orthonormal basis, and because $R$ preserves inner products,
$$\langle v,b_i\rangle=\langle Rv,c_i\rangle=\langle t,c_i\rangle=\frac{\|v\|}{\sqrt k}.$$

The Lean proof takes the same route: the first long `obtain` constructs $t$, the `calc` block computes its length, and the last line is the chain of equalities just given.

### The reflection supplied by Mathlib

The decisive device is `Submodule.reflection_sub`. Given $\|v\|=\|t\|$, it states that reflection in the hyperplane perpendicular to $v-t$ sends $v$ to $t$. To see this, write
$$v=\tfrac12(v+t)+\tfrac12(v-t).$$
The two parts are orthogonal, because $\langle v+t,v-t\rangle=\|v\|^2-\|t\|^2=0$. The reflection keeps the first part and reverses the second, which leaves $t$. If $v=t$, it is the identity.

In `⟨_, Submodule.reflection_sub hn⟩` the underscore stands for the reflection itself, which Lean reads off from the lemma. Its type `V ≃ₗᵢ[ℝ] V` means an invertible linear map that preserves lengths. Such a map carries orthonormal bases to orthonormal bases, and `c.map R.symm` uses this to produce the $b_i$ without a separate orthonormality check.

## The s-character available in a subspace

```lean
/-- The overlap of the s orbital with a hybrid in `W` is that of its projection onto `W`. -/
theorem overlap_projection {n : ℕ} (W : Submodule ℝ (Valence n)) (h : W) :
    inner ℝ (W.orthogonalProjectionOnto (sOrbital n)) h
      = inner ℝ (sOrbital n) (h : Valence n) :=
  Submodule.inner_orthogonalProjectionOnto_eq_of_mem_right h (sOrbital n)
```

For $h\in W$ we have $\langle Pe,h\rangle=\langle e,h\rangle$, since $e-Pe$ is orthogonal to $W$. The notation `(h : Valence n)` regards a member of $W$ as a vector of the full valence space.

```lean
/-- Sum rule: the s-characters of any orthonormal basis of `W` add up to the s-weight of `W`. -/
theorem sum_sCharacter {n k : ℕ} (W : Submodule ℝ (Valence n))
    (b : OrthonormalBasis (Fin k) ℝ W) :
    ∑ i, sCharacter (b i : Valence n) = sWeight W := by
  rw [sWeight, ← real_inner_self_eq_norm_sq, ← b.sum_inner_mul_inner]
  refine Finset.sum_congr rfl fun i _ => ?_
  rw [real_inner_comm (W.orthogonalProjectionOnto (sOrbital n)) (b i), overlap_projection,
    sCharacter, sq]
```

For any orthonormal basis $b_i$ of $W$,
$$\sum_i\langle e,b_i\rangle^2=\sum_i\langle Pe,b_i\rangle^2=\|Pe\|^2 .$$
Mixing the hybrids redistributes s-character but keeps its total. In the proof, `b.sum_inner_mul_inner` is the expansion of $\|Pe\|^2$ in the basis.

```lean
/-- Every subspace `W` of dimension `k ≥ 1` has an orthonormal basis of hybrids with s-character
`‖Pe‖² / k` each, where `Pe` is the projection of the s orbital onto `W`; and whenever the hybrids
of an orthonormal basis of `W` share one s-character, it has this value. -/
theorem equivalent_hybrids {n k : ℕ} (hk : 1 ≤ k) (W : Submodule ℝ (Valence n))
    (hW : finrank ℝ W = k) :
    (∃ b : OrthonormalBasis (Fin k) ℝ W, ∀ i,
      sCharacter (b i : Valence n) = ‖W.orthogonalProjectionOnto (sOrbital n)‖ ^ 2 / k) ∧
    ∀ (b : OrthonormalBasis (Fin k) ℝ W) (s : ℝ), (∀ i, sCharacter (b i : Valence n) = s) →
      s = ‖W.orthogonalProjectionOnto (sOrbital n)‖ ^ 2 / k := by
  constructor
  · obtain ⟨b, hb⟩ := exists_basis_equal_overlap hW (W.orthogonalProjectionOnto (sOrbital n))
    refine ⟨b, fun i => ?_⟩
    rw [sCharacter, ← overlap_projection, hb, div_pow, Real.sq_sqrt (Nat.cast_nonneg k)]
  · intro b s hs
    have hk' : (k : ℝ) ≠ 0 := Nat.cast_ne_zero.mpr (by omega)
    have h := sum_sCharacter W b
    simp only [hs, Finset.sum_const, Finset.card_univ, Fintype.card_fin, nsmul_eq_mul] at h
    rw [eq_div_iff hk', mul_comm]
    exact h
```

This theorem has two parts, joined by `∧`. The first gives existence: apply the equal-overlap theorem inside $W$ to $v=Pe$, so that
$$\langle e,b_i\rangle^2=\langle Pe,b_i\rangle^2=\left(\frac{\|Pe\|}{\sqrt k}\right)^2=\frac{\|Pe\|^2}{k}.$$
The second says that if all members of some orthonormal basis of $W$ have the same s-character $s$, then $s$ is this number, because the sum rule reads $ks=\|Pe\|^2$. The value is fixed; the basis need not be. The second part needs $k\ge1$: with no hybrids at all, every $s$ would satisfy the condition.

## Angles between equivalent hybrids

```lean
/-- The overlap of two orbitals is the product of their s amplitudes plus the inner product of
their p parts. -/
theorem overlap_split {n : ℕ} (g h : Valence n) :
    inner ℝ g h = inner ℝ (sOrbital n) g * inner ℝ (sOrbital n) h
      + inner ℝ (pPart g) (pPart h) := by
  simp [sOrbital, pPart, WithLp.prod_inner_apply, mul_comm]
```

For $g=(a,\mathbf p)$ and $h=(a',\mathbf p')$ this is $\langle g,h\rangle=aa'+\mathbf p\cdot\mathbf p'$.

```lean
/-- Coulson's relation: two normalised, orthogonal hybrids with the same s amplitude and
s-character `s` have p parts at an angle `θ` with `(1 - s) cos θ = -s`. -/
theorem coulson_relation {n : ℕ} (g h : Valence n) (hg : ‖g‖ = 1) (hh : ‖h‖ = 1)
    (hgh : inner ℝ g h = 0) (hs : inner ℝ (sOrbital n) g = inner ℝ (sOrbital n) h) :
    (1 - sCharacter g) * Real.cos (InnerProductGeometry.angle (pPart g) (pPart h))
      = -sCharacter g := by
  have h1 := overlap_split g g
  have h2 := overlap_split h h
  have h3 := overlap_split g h
  rw [real_inner_self_eq_norm_sq, real_inner_self_eq_norm_sq, hg] at h1
  rw [real_inner_self_eq_norm_sq, real_inner_self_eq_norm_sq, hh, ← hs] at h2
  rw [hgh, ← hs] at h3
  -- both p parts have the same length
  have hn : ‖pPart g‖ = ‖pPart h‖ :=
    (sq_eq_sq₀ (norm_nonneg _) (norm_nonneg _)).mp (by linarith)
  have hc := InnerProductGeometry.cos_angle_mul_norm_mul_norm (pPart g) (pPart h)
  rw [← hn] at hc
  unfold sCharacter
  linear_combination
    Real.cos (InnerProductGeometry.angle (pPart g) (pPart h)) * h1 + hc - h3
```

Let $g$ and $h$ be normalised and orthogonal, with the same s amplitude $a$, and put $s=a^2$. Normalisation gives $\|\mathbf p\|^2=\|\mathbf p'\|^2=1-s$. With $\theta$ the angle between $\mathbf p$ and $\mathbf p'$, orthogonality gives
$$0=s+\mathbf p\cdot\mathbf p'=s+(1-s)\cos\theta ,$$
which is Coulson's relation for equal hybrids. The amplitudes must agree in sign as well as in size; with opposite signs, $\cos\theta$ would change sign. In the code, `h1`, `h2` and `h3` are the two normalisation conditions and the orthogonality condition, and `linear_combination` does the final algebra.

```lean
/-- Every `k`-dimensional subspace `W` has an orthonormal basis of hybrids with s-character
`s = ‖Pe‖² / k` each, in which the p parts of any two different hybrids meet at an angle `θ` with
`(1 - s) cos θ = -s`. -/
theorem equivalent_hybrids_equal_angles {n k : ℕ} (W : Submodule ℝ (Valence n))
    (hW : finrank ℝ W = k) :
    ∃ b : OrthonormalBasis (Fin k) ℝ W,
      (∀ i, sCharacter (b i : Valence n) = sWeight W / k) ∧
      ∀ i j, i ≠ j → (1 - sWeight W / k) *
        Real.cos (InnerProductGeometry.angle (pPart (b i : Valence n)) (pPart (b j : Valence n)))
          = -(sWeight W / k) := by
  obtain ⟨b, hb⟩ := exists_basis_equal_overlap hW (W.orthogonalProjectionOnto (sOrbital n))
  have hs : ∀ i, sCharacter (b i : Valence n) = sWeight W / k := fun i => by
    rw [sCharacter, ← overlap_projection, hb, div_pow, Real.sq_sqrt (Nat.cast_nonneg k), sWeight]
  refine ⟨b, hs, fun i j hij => ?_⟩
  rw [← hs i]
  exact coulson_relation _ _ (b.orthonormal.1 i) (b.orthonormal.1 j) (b.orthonormal.2 hij)
    (by rw [← overlap_projection, ← overlap_projection, hb, hb])
```

The hybrids of $W$ can be chosen with equal s-character $s=\|Pe\|^2/k$ and with every pair obeying $(1-s)\cos\theta=-s$. For $k\ge2$ we have $s\le\tfrac12$, since $\|Pe\|\le1$, so the relation fixes $\cos\theta$ and all mutual angles are equal. For $k=1$ there are no pairs.

The proof returns to the equal-overlap theorem because Coulson's relation needs equal amplitudes, not just equal squares. That theorem supplies them: $\langle e,b_i\rangle=\|Pe\|/\sqrt k$ for every $i$.

## Lone pairs orthogonal to given bonds

```lean
/-- If `m` orthonormal bond hybrids span `B` and the orthogonal complement of `B` has dimension
`k`, that complement has an orthonormal basis of `k` lone pairs which share equally the
s-character left over by the bonds. -/
theorem equivalent_lone_pairs {n m k : ℕ} (B : Submodule ℝ (Valence n))
    (h : OrthonormalBasis (Fin m) ℝ B) (hB : finrank ℝ Bᗮ = k) :
    ∃ b : OrthonormalBasis (Fin k) ℝ Bᗮ, ∀ i,
      sCharacter (b i : Valence n) = (1 - ∑ j, sCharacter (h j : Valence n)) / k := by
  obtain ⟨b, hb, _⟩ := equivalent_hybrids_equal_angles Bᗮ hB
  refine ⟨b, fun i => ?_⟩
  -- Pythagoras for the s orbital, split between bonds and lone pairs
  have hp := Submodule.norm_sq_eq_add_norm_sq_projection (sOrbital n) B
  have he : ‖sOrbital n‖ ^ 2 = 1 := by
    rw [← real_inner_self_eq_norm_sq]
    simp [sOrbital]
  rw [hb, sum_sCharacter, sWeight, sWeight]
  congr 1
  linarith

end

end EquivalentHybrids
```

Here $B$ is the space spanned by $m$ orthonormal bond hybrids $h_j$, and `Bᗮ` is its orthogonal complement, of dimension $k$. Split the s orbital between the two spaces:
$$1=\|e\|^2=\|P_Be\|^2+\|P_{B^\perp}e\|^2 ,$$
where $P_B$ and $P_{B^\perp}$ are the projections onto $B$ and its complement. By the sum rule the first term is the total s-character of the bonds. The preceding theorem, applied to $B^\perp$, then gives lone pairs $b_i$ with
$$\langle e,b_i\rangle^2=\frac{1-\sum_j\langle e,h_j\rangle^2}{k}.$$
For water, $n=3$ and $m=k=2$: each rabbit ear takes half of what the two bonds leave.

"Equivalent" refers to s-character and, by the preceding theorem, to mutual angles. It does not say that a symmetry operation of the molecule exchanges the lone pairs. The step from this model to a real molecule is the assumption that its lone pairs fill exactly the complement of orthonormal bond hybrids in one atom's s–p space, with no polarisation functions and no tails on neighbouring atoms.

```lean
#print axioms EquivalentHybrids.equivalent_hybrids
#print axioms EquivalentHybrids.equivalent_hybrids_equal_angles
#print axioms EquivalentHybrids.equivalent_lone_pairs
```

```
'EquivalentHybrids.equivalent_hybrids' depends on axioms: [propext, Classical.choice, Quot.sound]
'EquivalentHybrids.equivalent_hybrids_equal_angles' depends on axioms: [propext, Classical.choice, Quot.sound]
'EquivalentHybrids.equivalent_lone_pairs' depends on axioms: [propext, Classical.choice, Quot.sound]
```
